# On finitely many sites, the Slater potential of one nowhere-zero, doubly occupied real orbital is −vH/2

For two electrons sharing one real orbital φ that vanishes on no site, the Slater potential equals −vH/2, and it is also the functional derivative of the exchange energy −¼ n·wn. Here w is a real symmetric interaction between finitely many sites, n_i = 2φ_i² is the density and vH = wn is the Hartree potential. I can make this plausible by saying that exchange removes each electron's interaction with itself, but I would like to see every factor of two derived, and the whole argument proved in a form that a machine has checked. What happens with more than one orbital?

## One orbital turns exchange into half the Hartree potential

Both identities hold, and the Lean 4 file below proves them. The value −vH/2 already fails for a simple two-orbital shell.

With one orbital, the exchange operator is K_ij = −w_ij φ_i φ_j. Acting on φ, it gives

(Kφ)_i = −Σ_j w_ij φ_i φ_j² = −½ φ_i Σ_j w_ij n_j = −½ vH_i φ_i.

The Slater potential vS averages this operator over the orbital density. Where φ_i ≠ 0,

vS_i = 2φ_i (Kφ)_i / n_i = −vH_i φ_i² / (2φ_i²) = −½ vH_i.

The exchange energy is

E = Σ_i φ_i (Kφ)_i = −½ Σ_i vH_i φ_i² = −¼ Σ_i n_i vH_i = −¼ n·wn.

Now regard F(n) = −¼ n·wn as a function of the density and change n by δn. The first-order change is

δF = −¼ Σ_ij w_ij (δn_i n_j + n_i δn_j) = −½ Σ_i vH_i δn_i,

because w_ij = w_ji makes the two terms equal. The derivative is therefore −vH/2, which is vS.

## The exchange hole, and a shell where −vH/2 fails

For several real orbitals φ_a, set

γ_ij = Σ_a φ_a(i) φ_a(j), n_i = 2γ_ii, K_ij = −w_ij γ_ij.

The orbital sum in the Slater potential supplies a second factor of γ:

vS_i = (2/n_i) Σ_a φ_a(i) (Kφ_a)(i) = −(2/n_i) Σ_j w_ij γ_ij² = Σ_j w_ij h_ij, with h_ij = −2γ_ij²/n_i.

So vS is the potential that the exchange hole h generates through the interaction w. If the orbitals are orthonormal, then

Σ_j γ_ij² = Σ_ab φ_a(i) φ_b(i) Σ_j φ_a(j) φ_b(j) = Σ_a φ_a(i)² = n_i/2,

and the hole sums to −1 wherever n_i ≠ 0. Multiplying vS_i by n_i and summing also gives

E = Σ_a φ_a·Kφ_a = ½ Σ_i n_i vS_i.

An empty site contributes nothing to either side, since every orbital vanishes there.

Now put one doubly occupied orbital on each of two sites and set every w_ij = 1. Then γ is the identity matrix and n_i = 2, so vS_i = −1. But vH_i = 4, so −vH_i/2 = −2. This rules out the formula −vH/2 for that shell, although the two potentials differ only by a constant, which would not change any orbital. Three sites remove that loophole. Put one doubly occupied orbital on each, with w symmetric, w_ii = w_12 = w_23 = 1 and w_13 = 0. Then vS_i = −1 everywhere, but −vH_i/2 is −2, −3 and −2 on the three sites. This second example is worked by hand and is not in the Lean file. Neither example addresses the functional derivative for several orbitals.

## Orbitals, densities and derivatives as Lean objects

The finite type `ι` labels sites and `α` labels spatial orbitals, so `φ a i` is φ_a(i). The definitions `density`, `densityMatrix`, `hartree`, `exchangeOp`, `slater` and `exchangeHole` are n, γ, vH, K, vS and h. `exchangeEnergy` is E: the sum over two spins cancels the usual factor ½. The two-electron singlet is `pair φ`, a shell with one orbital.

`pairExchange w` is F, defined for every real site density. `response v` is the linear map δn ↦ Σ_i v_i δn_i. The theorem `slater_is_functional_derivative` says that, if `w.IsSymm` holds and φ is nonzero everywhere, the Fréchet derivative of F at the density of `pair φ` is `response (slater w (pair φ))`. Variations δn need not conserve particle number, because F extends the two-electron formula to every n. The constant in the potential depends on this extension: variations with Σ_i δn_i = 0 alone would fix the potential only up to a constant. The value −vH/2 is `slater_pair`, which needs φ_i ≠ 0 only at the site in question and no symmetry of w.

The two-electron theorems do not assume normalisation; a unit vector φ gives Σ_i n_i = 2. Only `exchangeHole_sum` has orthonormality as a hypothesis, but reading n, γ and E as the density, density matrix and exchange energy of a closed-shell determinant also takes the orbitals to be orthonormal. The model has real orbitals, finitely many sites and a density-density interaction with finite on-site values w_ii, so the continuum Coulomb problem is not covered. Within this finite, single-orbital model, −vH/2 is a reference value for an exact-exchange implementation.

```lean
import Mathlib

open Matrix

namespace SlaterPotential

noncomputable section

variable {ι α : Type*} [Fintype ι] [Fintype α]

/-- Site density of a closed shell: every real spatial orbital `φ a` holds two electrons. -/
def density (φ : α → ι → ℝ) (i : ι) : ℝ := 2 * ∑ a, φ a i ^ 2

/-- One-particle density matrix of a single spin channel. -/
def densityMatrix (φ : α → ι → ℝ) (i j : ι) : ℝ := ∑ a, φ a i * φ a j

/-- Hartree potential of the site density `n` for the interaction `w`. -/
def hartree (w : Matrix ι ι ℝ) (n : ι → ℝ) (i : ι) : ℝ := ∑ j, w i j * n j

/-- Nonlocal exchange operator of the closed shell. -/
def exchangeOp (w : Matrix ι ι ℝ) (φ : α → ι → ℝ) : Matrix ι ι ℝ :=
  Matrix.of fun i j => -(w i j * densityMatrix φ i j)

/-- Slater potential, the orbital-density average of the exchange operator; at a site of zero
density, Lean's division by zero gives it the value 0. -/
def slater (w : Matrix ι ι ℝ) (φ : α → ι → ℝ) (i : ι) : ℝ :=
  2 * (∑ a, φ a i * (exchangeOp w φ *ᵥ φ a) i) / density φ i

/-- Exchange hole at site `j` around an electron at site `i`; if site `i` has zero density, Lean's
division by zero gives it the value 0. -/
def exchangeHole (φ : α → ι → ℝ) (i j : ι) : ℝ :=
  -2 * densityMatrix φ i j ^ 2 / density φ i

/-- Exchange energy of the closed shell, summed over both spins. -/
def exchangeEnergy (w : Matrix ι ι ℝ) (φ : α → ι → ℝ) : ℝ :=
  ∑ a, φ a ⬝ᵥ (exchangeOp w φ *ᵥ φ a)

/-- The closed shell with the single doubly occupied orbital `φ`. -/
def pair (φ : ι → ℝ) : Unit → ι → ℝ := fun _ => φ

/-- The density functional `-(1/4) n · w n`. -/
def pairExchange (w : Matrix ι ι ℝ) (n : ι → ℝ) : ℝ :=
  -(1 / 4) * ∑ i, n i * hartree w n i

/-- The linear map sending a density change `δn` to the energy change `∑ i, v i * δn i`. -/
def response (v : ι → ℝ) : (ι → ℝ) →L[ℝ] ℝ :=
  ∑ i, v i • (ContinuousLinearMap.proj i : (ι → ℝ) →L[ℝ] ℝ)

/-- The Slater potential is the potential that the exchange hole generates through `w`. -/
theorem slater_eq_hole_potential (w : Matrix ι ι ℝ) (φ : α → ι → ℝ) (i : ι) :
    slater w φ i = ∑ j, w i j * exchangeHole φ i j := by
  -- the orbital sum rebuilds a second factor of the density matrix
  have key : ∑ a, φ a i * (exchangeOp w φ *ᵥ φ a) i
      = ∑ j, -(w i j * densityMatrix φ i j ^ 2) := by
    simp only [Matrix.mulVec, dotProduct, exchangeOp, Matrix.of_apply, Finset.mul_sum]
    rw [Finset.sum_comm]
    refine Finset.sum_congr rfl fun j _ => ?_
    calc ∑ a, φ a i * (-(w i j * densityMatrix φ i j) * φ a j)
        = -(w i j * densityMatrix φ i j) * ∑ a, φ a i * φ a j := by
          rw [Finset.mul_sum]
          exact Finset.sum_congr rfl fun a _ => by ring
      _ = -(w i j * densityMatrix φ i j) * densityMatrix φ i j := rfl
      _ = _ := by ring
  rw [slater, key, Finset.mul_sum, Finset.sum_div]
  refine Finset.sum_congr rfl fun j _ => ?_
  rw [exchangeHole]
  ring

/-- For orthonormal orbitals the exchange hole around any site of nonzero density
sums to minus one. -/
theorem exchangeHole_sum [DecidableEq α] (φ : α → ι → ℝ)
    (h : ∀ a b, ∑ j, φ a j * φ b j = if a = b then 1 else 0)
    (i : ι) (hn : density φ i ≠ 0) : ∑ j, exchangeHole φ i j = -1 := by
  -- idempotency of the density matrix, on the diagonal
  have key : ∑ j, densityMatrix φ i j ^ 2 = ∑ a, φ a i ^ 2 := by
    calc ∑ j, densityMatrix φ i j ^ 2
        = ∑ j, ∑ a, ∑ b, φ a i * φ b i * (φ a j * φ b j) := by
          refine Finset.sum_congr rfl fun j _ => ?_
          rw [densityMatrix, sq, Finset.sum_mul_sum]
          exact Finset.sum_congr rfl fun a _ => Finset.sum_congr rfl fun b _ => by ring
      _ = ∑ a, ∑ b, φ a i * φ b i * ∑ j, φ a j * φ b j := by
          rw [Finset.sum_comm]
          refine Finset.sum_congr rfl fun a _ => ?_
          rw [Finset.sum_comm]
          simp only [Finset.mul_sum]
      _ = _ := by simp [h, sq]
  simp only [exchangeHole]
  rw [← Finset.sum_div, ← Finset.mul_sum, key, div_eq_iff hn, density]
  ring

/-- The exchange energy is half the density-weighted sum of the Slater potential. -/
theorem exchangeEnergy_eq_slater (w : Matrix ι ι ℝ) (φ : α → ι → ℝ) :
    exchangeEnergy w φ = 1 / 2 * ∑ i, density φ i * slater w φ i := by
  have hi : ∀ i, density φ i * slater w φ i
      = 2 * ∑ a, φ a i * (exchangeOp w φ *ᵥ φ a) i := by
    intro i
    by_cases h : density φ i = 0
    · -- at an empty site every orbital vanishes
      have hs : ∑ a, φ a i ^ 2 = 0 := by
        rw [density] at h
        linarith
      have hz : ∀ a, φ a i = 0 := fun a =>
        pow_eq_zero_iff (two_ne_zero) |>.mp
          ((Finset.sum_eq_zero_iff_of_nonneg fun b _ => sq_nonneg (φ b i)).mp hs a
            (Finset.mem_univ a))
      simp [h, hz]
    · rw [slater]
      field_simp
  simp only [exchangeEnergy, dotProduct]
  rw [Finset.sum_comm, Finset.mul_sum]
  refine Finset.sum_congr rfl fun i _ => ?_
  rw [hi i]
  ring

omit [Fintype ι] in
/-- The density of one doubly occupied orbital is twice its square. -/
theorem density_pair (φ : ι → ℝ) (i : ι) : density (pair φ) i = 2 * φ i ^ 2 := by
  simp [density, pair]

/-- On its own doubly occupied orbital, exchange acts as minus half the Hartree potential. -/
theorem exchangeOp_pair (w : Matrix ι ι ℝ) (φ : ι → ℝ) (i : ι) :
    (exchangeOp w (pair φ) *ᵥ φ) i
      = -(1 / 2) * hartree w (density (pair φ)) i * φ i := by
  have hD : ∀ j, densityMatrix (pair φ) i j = φ i * φ j := fun j => by
    simp [densityMatrix, pair]
  simp only [Matrix.mulVec, dotProduct, exchangeOp, Matrix.of_apply, hartree,
    Finset.mul_sum, Finset.sum_mul]
  refine Finset.sum_congr rfl fun j _ => ?_
  rw [hD, density_pair]
  ring

/-- For one doubly occupied orbital, the Slater potential is minus half the Hartree
potential at every site where the orbital does not vanish. -/
theorem slater_pair (w : Matrix ι ι ℝ) (φ : ι → ℝ) (i : ι) (hφ : φ i ≠ 0) :
    slater w (pair φ) i = -(1 / 2) * hartree w (density (pair φ)) i := by
  rw [slater, Fintype.sum_unique]
  change 2 * (φ i * (exchangeOp w (pair φ) *ᵥ φ) i) / density (pair φ) i = _
  rw [exchangeOp_pair, density_pair, div_eq_iff (by positivity)]
  ring

/-- The exchange energy of one doubly occupied orbital is `-(1/4) n · w n`
evaluated at its density. -/
theorem exchangeEnergy_pair (w : Matrix ι ι ℝ) (φ : ι → ℝ) :
    exchangeEnergy w (pair φ) = pairExchange w (density (pair φ)) := by
  rw [exchangeEnergy, Fintype.sum_unique]
  change φ ⬝ᵥ (exchangeOp w (pair φ) *ᵥ φ) = _
  simp only [dotProduct, pairExchange, Finset.mul_sum]
  refine Finset.sum_congr rfl fun i _ => ?_
  rw [exchangeOp_pair, density_pair]
  ring

/-- For a symmetric interaction, the functional derivative of `-(1/4) n · w n` is minus
half the Hartree potential. -/
theorem pairExchange_hasFDerivAt (w : Matrix ι ι ℝ) (hw : w.IsSymm) (n : ι → ℝ) :
    HasFDerivAt (pairExchange w) (response fun i => -(1 / 2) * hartree w n i) n := by
  have hH : ∀ i, HasFDerivAt (fun m : ι → ℝ => hartree w m i)
      (∑ j, w i j • (ContinuousLinearMap.proj j : (ι → ℝ) →L[ℝ] ℝ)) n := fun i =>
    HasFDerivAt.fun_sum fun j _ => (hasFDerivAt_apply j n).const_mul (w i j)
  have hE : HasFDerivAt (pairExchange w) ((-(1 / 4) : ℝ) • ∑ i,
      (n i • (∑ j, w i j • (ContinuousLinearMap.proj j : (ι → ℝ) →L[ℝ] ℝ))
        + hartree w n i • (ContinuousLinearMap.proj i : (ι → ℝ) →L[ℝ] ℝ))) n :=
    (HasFDerivAt.fun_sum fun i _ => (hasFDerivAt_apply i n).mul (hH i)).const_mul _
  refine hE.congr_fderiv (ContinuousLinearMap.ext fun h => ?_)
  -- symmetry of the interaction makes the two product-rule terms equal
  have hsym : ∑ i, n i * ∑ j, w i j * h j = ∑ i, hartree w n i * h i := by
    simp only [hartree, Finset.mul_sum, Finset.sum_mul]
    rw [Finset.sum_comm]
    refine Finset.sum_congr rfl fun i _ => Finset.sum_congr rfl fun j _ => ?_
    rw [hw.apply i j]
    ring
  simp only [response, _root_.smul_apply, _root_.sum_apply,
    _root_.add_apply, ContinuousLinearMap.proj_apply, smul_eq_mul]
  rw [Finset.sum_add_distrib, hsym]
  simp only [mul_assoc, ← Finset.mul_sum]
  ring

/-- For a symmetric interaction and one doubly occupied, nowhere-zero orbital, the Slater
potential is the functional derivative of `-(1/4) n · w n` at the orbital's density. -/
theorem slater_is_functional_derivative (w : Matrix ι ι ℝ) (hw : w.IsSymm)
    (φ : ι → ℝ) (hφ : ∀ i, φ i ≠ 0) :
    HasFDerivAt (pairExchange w) (response (slater w (pair φ))) (density (pair φ)) := by
  have hv : slater w (pair φ) = fun i => -(1 / 2) * hartree w (density (pair φ)) i :=
    funext fun i => slater_pair w φ i (hφ i)
  rw [hv]
  exact pairExchange_hasFDerivAt w hw _

/-- Two doubly occupied orbitals, one on each of two sites, with constant unit interaction:
the Slater potential is `-1`, while minus half the Hartree potential is `-2`. -/
theorem slater_two_orbitals (i : Fin 2) :
    let w : Matrix (Fin 2) (Fin 2) ℝ := Matrix.of fun _ _ => 1
    let φ : Fin 2 → Fin 2 → ℝ := fun a j => if a = j then 1 else 0
    slater w φ i = -1 ∧ -(1 / 2) * hartree w (density φ) i = -2 := by
  fin_cases i <;> norm_num [slater, density, exchangeOp, densityMatrix, hartree,
    Matrix.mulVec, dotProduct, Fin.sum_univ_two]

end

end SlaterPotential
```

```lean
#print axioms SlaterPotential.exchangeEnergy_eq_slater
-- 'SlaterPotential.exchangeEnergy_eq_slater' depends on axioms: [propext, Classical.choice, Quot.sound]
#print axioms SlaterPotential.exchangeEnergy_pair
-- 'SlaterPotential.exchangeEnergy_pair' depends on axioms: [propext, Classical.choice, Quot.sound]
#print axioms SlaterPotential.slater_is_functional_derivative
-- 'SlaterPotential.slater_is_functional_derivative' depends on axioms: [propext, Classical.choice, Quot.sound]
#print axioms SlaterPotential.slater_two_orbitals
-- 'SlaterPotential.slater_two_orbitals' depends on axioms: [propext, Classical.choice, Quot.sound]
```

## Sum exchanges, one division and the product rule

In `slater_eq_hole_potential`, the step `key` exchanges the orbital and site sums and collects the second factor of γ. In `exchangeHole_sum`, `key` expands γ_ij² as a double orbital sum and applies orthonormality. `exchangeEnergy_eq_slater` treats empty and occupied sites separately: at an empty site a vanishing sum of squares forces every orbital to vanish, and elsewhere the density cancels.

For one orbital, `exchangeOp_pair` inserts γ_ij = φ_i φ_j and n_j = 2φ_j², then compares the sums term by term. `slater_pair` uses this result and divides by 2φ_i², which is positive by hypothesis. `exchangeEnergy_pair` substitutes the same result into E.

The derivative is computed in `pairExchange_hasFDerivAt`. There `hH` differentiates the Hartree potential, `hE` applies the product rule, and `hsym` swaps the summation indices and uses the symmetry of w to make the two terms equal. The theorem `slater_is_functional_derivative` then replaces −vH/2 by the Slater potential, using `slater_pair` at every site. Finally, `slater_two_orbitals` checks both sites of the two-orbital example by evaluating the finite sums.
